# A Hermitian Hamiltonian with $m$ mutually uncoupled zero-energy sites has at least $m$ levels $\ge 0$ and at least $m$ levels $\le 0$

Q: Let us fix the terms first. What is a site here, and what does "uncoupled" mean?

A: The sites form a finite type `n`; I write $N$ for their number. The Hamiltonian $H$ is a complex matrix: $H_{ij}$ with $i\neq j$ is the hopping between two sites, and $H_{ii}$ is an on-site energy. A state is a vector $x$ of site amplitudes $x_i$ in an orthonormal orbital basis. A set $S$ of $|S|$ sites is uncoupled if $H_{ij}=0$ for all $i,j\in S$, including $i=j$.

```lean
import Mathlib

open Matrix

namespace InertiaBound

noncomputable section

variable {n : Type*} [Fintype n] [DecidableEq n] {H : Matrix n n ℂ}

/-- The sites of `S` have zero on-site energy and no hopping among themselves. -/
def IsUncoupled (H : Matrix n n ℂ) (S : Finset n) : Prop :=
  ∀ i ∈ S, ∀ j ∈ S, H i j = 0
```

Where a theorem about a general $H$ needs Hermiticity, it appears as the hypothesis `hH`. Nothing else is required of the matrix elements that involve a site outside $S$.

Q: Zero on-site energy looks special. My carbon atoms have a Coulomb integral $\alpha$.

A: If all sites of $S$ share the same $\alpha$, measure energies from it: apply the result to $H-\alpha I$, with $I$ the identity matrix, and read "$\ge 0$" as "$\ge\alpha$". If their on-site energies differ, no shift makes the hypothesis true.

Q: And the levels? I hear that they are labelled by sites, which makes no sense to me.

A: `hH.eigenvalues` is a family of real numbers $E_k$ indexed by the type `n`, but there $k$ is only a counter. Level $k$ has no special relation to site $k$. A degenerate eigenvalue occurs as often as its multiplicity, so counting labels counts multiplicity. The orthonormal eigenvectors $u_k$ are the columns of a unitary matrix $U$, and the level amplitudes of $x$ are $c_k=u_k^\dagger x$, that is, $c=U^\dagger x$.

```lean
/-- The unitary matrix whose columns are the orthonormal eigenstates of `H`. -/
def eigenstates (hH : H.IsHermitian) : Matrix n n ℂ :=
  (hH.eigenvectorUnitary : Matrix n n ℂ)

/-- The amplitudes of the state `x` on the eigenstates of `H`. -/
def levelAmplitude (hH : H.IsHermitian) (x : n → ℂ) : n → ℂ :=
  (eigenstates hH)ᴴ *ᵥ x

/-- The eigenstates are complete: `U Uᴴ = 1`. -/
theorem eigenstates_complete (hH : H.IsHermitian) :
    eigenstates hH * (eigenstates hH)ᴴ = 1 :=
  Matrix.mem_unitaryGroup_iff.1 hH.eigenvectorUnitary.2
```

The last identity, $UU^\dagger=I$, lets us recover the state as $x=Uc$.

Q: Now convince me without Lean.

A: Expand $x=\sum_k c_k u_k$. Since $Hu_k=E_ku_k$ and the $u_k$ are orthonormal,
$$x^\dagger Hx=\sum_k E_k|c_k|^2 .$$
If $x$ vanishes outside $S$, then also
$$x^\dagger Hx=\sum_{i,j\in S}\overline{x_i}\,H_{ij}\,x_j=0 .$$

Let $P$ be the set of levels with $E_k\le 0$, and suppose that $|P|<|S|$. The states on $S$ form a space of dimension $|S|$, and the conditions $c_k=0$ for $k\in P$ are $|P|$ linear equations. So some nonzero $x$ on $S$ satisfies them all. For this $x$,
$$0=\sum_{k\notin P}E_k|c_k|^2$$
with every $E_k>0$. Hence every $c_k$ vanishes and $x=Uc=0$, a contradiction. So $|S|\le|P|$. The same argument for $-H$ gives at least $|S|$ levels with $E_k\ge 0$.

Q: Where is the first formula in the file? And is $x^\dagger Hx$ really an energy if $x$ isn't normalised?

A: It is the mean energy times $x^\dagger x$; for nonzero $x$, divide by $x^\dagger x$ to get the expectation value. Only its vanishing matters here, so no normalisation is needed. The proof collects the eigenvalue equations in $HU=UD$, with $D$ the diagonal matrix of the $E_k$. Completeness turns this into $H=UDU^\dagger$, and the outer factors are absorbed into $c$.

```lean
/-- The energy form of a state is the sum of the eigenvalues weighted by the
populations of the levels. -/
theorem energy_eq_sum_levels (hH : H.IsHermitian) (x : n → ℂ) :
    star x ⬝ᵥ (H *ᵥ x) =
      ∑ k, (hH.eigenvalues k : ℂ) * (Complex.normSq (levelAmplitude hH x k) : ℂ) := by
  set U := eigenstates hH with hUdef
  set D : Matrix n n ℂ := diagonal (fun k => (hH.eigenvalues k : ℂ)) with hD
  -- the eigenvalue equations, collected in one matrix identity
  have hU : H * U = U * D := by
    ext i k
    rw [hD, Matrix.mul_diagonal]
    calc (H * U) i k = (H *ᵥ (hH.eigenvectorBasis k).ofLp) i := rfl
      _ = (hH.eigenvalues k • (hH.eigenvectorBasis k).ofLp) i :=
          congrFun (hH.mulVec_eigenvectorBasis k) i
      _ = U i k * (hH.eigenvalues k : ℂ) :=
          (Complex.real_smul).trans (mul_comm _ _)
  have hm : U * D * Uᴴ = H := by
    rw [← hU, Matrix.mul_assoc, eigenstates_complete hH, Matrix.mul_one]
  calc star x ⬝ᵥ (H *ᵥ x) = star x ⬝ᵥ ((U * D * Uᴴ) *ᵥ x) := by rw [hm]
    _ = (star x ᵥ* U) ⬝ᵥ (D *ᵥ (Uᴴ *ᵥ x)) := by
        simp only [← Matrix.dotProduct_mulVec, Matrix.mulVec_mulVec, Matrix.mul_assoc]
    _ = star (levelAmplitude hH x) ⬝ᵥ (D *ᵥ levelAmplitude hH x) := by
        rw [levelAmplitude, Matrix.star_mulVec, Matrix.conjTranspose_conjTranspose]
    _ = _ := by
        simp only [dotProduct, hD, Matrix.mulVec_diagonal, Pi.star_apply]
        refine Finset.sum_congr rfl fun k _ => ?_
        rw [Complex.normSq_eq_conj_mul_self, starRingEnd_apply]
        ring
```

The vanishing on $S$ is a case distinction. If $i\notin S$, then $x_i=0$. If $i\in S$, each term $H_{ij}x_j$ is zero, because of $H_{ij}$ when $j\in S$ and because of $x_j$ when $j\notin S$.

```lean
/-- A state living on uncoupled sites has vanishing energy form. -/
theorem energy_eq_zero {S : Finset n} (hS : IsUncoupled H S) {x : n → ℂ}
    (hx : ∀ i ∉ S, x i = 0) : star x ⬝ᵥ (H *ᵥ x) = 0 := by
  simp only [dotProduct, Matrix.mulVec, Pi.star_apply]
  refine Finset.sum_eq_zero fun i _ => ?_
  by_cases hi : i ∈ S
  · have h0 : ∑ j, H i j * x j = 0 := by
      refine Finset.sum_eq_zero fun j _ => ?_
      by_cases hj : j ∈ S
      · rw [hS i hi j hj, zero_mul]
      · rw [hx j hj, mul_zero]
    rw [h0, mul_zero]
  · rw [hx i hi, star_zero, zero_mul]
```

Q: And the dimension count?

A: It is the same count in contrapositive form. The linear map `g` sends $x$ to its amplitudes on the levels in $P$ together with its amplitudes on the sites outside $S$. If only $x=0$ gives all zeros, `g` is injective, so $N\le|P|+(N-|S|)$, which is $|S|\le|P|$.

```lean
/-- If no nonzero state on the sites `S` avoids all the levels in `P`, then `P` has at
least as many levels as `S` has sites. -/
theorem card_sites_le_card_levels (hH : H.IsHermitian) (S P : Finset n)
    (h : ∀ x : n → ℂ, (∀ i ∉ S, x i = 0) → (∀ k ∈ P, levelAmplitude hH x k = 0) → x = 0) :
    S.card ≤ P.card := by
  -- record the amplitudes on the levels in P and on the sites outside S
  let g : (n → ℂ) →ₗ[ℂ] (P → ℂ) × ((Sᶜ : Finset n) → ℂ) :=
    { toFun := fun x => (fun k => levelAmplitude hH x k, fun i => x i)
      map_add' := by
        intro x y
        simp only [levelAmplitude, Matrix.mulVec_add]
        rfl
      map_smul' := by
        intro c x
        simp only [levelAmplitude, Matrix.mulVec_smul, RingHom.id_apply]
        rfl }
  have hg : Function.Injective g := by
    refine (injective_iff_map_eq_zero g).2 fun x hx => h x ?_ ?_
    · intro i hi
      exact congrFun (congrArg Prod.snd hx) ⟨i, Finset.mem_compl.2 hi⟩
    · intro k hk
      exact congrFun (congrArg Prod.fst hx) ⟨k, hk⟩
  have h1 := LinearMap.finrank_le_finrank_of_injective hg
  rw [Module.finrank_prod, Module.finrank_fintype_fun_eq_card,
    Module.finrank_fintype_fun_eq_card, Module.finrank_fintype_fun_eq_card,
    Fintype.card_coe, Fintype.card_coe] at h1
  have h2 := Finset.card_add_card_compl S
  omega
```

The next lemma carries a real factor $s$, so that both signs are handled at once. It takes $P$ to be the levels with $sE_k\le 0$. In the code, `hs` says that the weighted sum is zero, `hnn` that its terms are nonnegative, and `hzero` that all level amplitudes therefore vanish.

```lean
/-- For any real factor `s`, at least `|S|` levels of `H` satisfy `s * E ≤ 0` when the
sites of `S` are uncoupled. -/
theorem card_le_card_scaled (hH : H.IsHermitian) {S : Finset n} (hS : IsUncoupled H S)
    (s : ℝ) : S.card ≤ (Finset.univ.filter fun k => s * hH.eigenvalues k ≤ 0).card := by
  refine card_sites_le_card_levels hH S _ fun x hx hP => ?_
  have hE : ∑ k, hH.eigenvalues k * Complex.normSq (levelAmplitude hH x k) = 0 := by
    have h := energy_eq_sum_levels hH x
    rw [energy_eq_zero hS hx] at h
    exact_mod_cast h.symm
  have hs : ∑ k, s * hH.eigenvalues k * Complex.normSq (levelAmplitude hH x k) = 0 := by
    simp_rw [mul_assoc, ← Finset.mul_sum, hE, mul_zero]
  have hc : ∀ k, s * hH.eigenvalues k ≤ 0 → levelAmplitude hH x k = 0 := fun k hk =>
    hP k (Finset.mem_filter.2 ⟨Finset.mem_univ k, hk⟩)
  have hnn : ∀ k ∈ Finset.univ,
      0 ≤ s * hH.eigenvalues k * Complex.normSq (levelAmplitude hH x k) := by
    intro k _
    by_cases hk : s * hH.eigenvalues k ≤ 0
    · rw [hc k hk, Complex.normSq_zero, mul_zero]
    · exact mul_nonneg (not_le.1 hk).le (Complex.normSq_nonneg _)
  -- a vanishing sum of nonnegative terms leaves no amplitude on any level
  have hzero : levelAmplitude hH x = 0 := by
    funext k
    by_cases hk : s * hH.eigenvalues k ≤ 0
    · exact hc k hk
    · have h0 := (Finset.sum_eq_zero_iff_of_nonneg hnn).1 hs k (Finset.mem_univ k)
      rcases mul_eq_zero.1 h0 with h1 | h1
      · exact absurd h1.le hk
      · exact Complex.normSq_eq_zero.1 h1
  calc x = eigenstates hH *ᵥ levelAmplitude hH x := by
        rw [levelAmplitude, Matrix.mulVec_mulVec, eigenstates_complete, Matrix.one_mulVec]
    _ = 0 := by rw [hzero, Matrix.mulVec_zero]
```

Setting $s=-1$ and $s=1$ gives the two halves of the theorem.

```lean
/-- Inertia bound: a Hermitian `H` with a set `S` of uncoupled sites has, counted with
multiplicity, at least `|S|` eigenvalues `≥ 0` and at least `|S|` eigenvalues `≤ 0`. -/
theorem inertia_bound (hH : H.IsHermitian) {S : Finset n} (hS : IsUncoupled H S) :
    S.card ≤ (Finset.univ.filter fun k => 0 ≤ hH.eigenvalues k).card ∧
    S.card ≤ (Finset.univ.filter fun k => hH.eigenvalues k ≤ 0).card :=
  ⟨by simpa using card_le_card_scaled hH hS (-1),
   by simpa using card_le_card_scaled hH hS 1⟩
```

Q: Read me that statement as physics, including what it leaves out.

A: For every Hermitian $H$ on finitely many sites and every uncoupled set $S$, at least $|S|$ levels lie at or above zero and at least $|S|$ at or below it. A level at exactly zero counts on both sides. The model is one of non-interacting particles in an orthonormal basis; a generalised eigenvalue problem with an overlap matrix is not treated. The zeros within $S$ must be exact, so a weak residual hopping between two sites of $S$ violates the hypothesis. Nothing is said about filling or about the size of a gap.

Q: The heading over all this in my notes is "zero modes". Where are they?

A: In the double counting. The two counts add up to at least $2|S|$. Their union contains at most $N$ levels, and their overlap is exactly the set of levels with $E_k=0$. If $N_0$ is the number of those, then $2|S|\le N+N_0$.

```lean
/-- Twice the number of uncoupled sites is at most the number of all sites plus the
number of zero eigenvalues, counted with multiplicity. -/
theorem two_mul_card_le (hH : H.IsHermitian) {S : Finset n} (hS : IsUncoupled H S) :
    2 * S.card ≤ Fintype.card n +
      (Finset.univ.filter fun k => hH.eigenvalues k = 0).card := by
  obtain ⟨h1, h2⟩ := inertia_bound hH hS
  have h3 := Finset.card_union_add_card_inter
    (Finset.univ.filter fun k => 0 ≤ hH.eigenvalues k)
    (Finset.univ.filter fun k => hH.eigenvalues k ≤ 0)
  have h4 := Finset.card_le_univ ((Finset.univ.filter fun k => 0 ≤ hH.eigenvalues k) ∪
    (Finset.univ.filter fun k => hH.eigenvalues k ≤ 0))
  -- levels counted twice are exactly those at zero energy
  have h5 : (Finset.univ.filter fun k => 0 ≤ hH.eigenvalues k) ∩
      (Finset.univ.filter fun k => hH.eigenvalues k ≤ 0) =
      Finset.univ.filter fun k => hH.eigenvalues k = 0 := by
    ext k
    simp only [Finset.mem_inter, Finset.mem_filter, Finset.mem_univ, true_and]
    exact ⟨fun h => le_antisymm h.2 h.1, fun h => ⟨h.ge, h.le⟩⟩
  rw [h5] at h3
  omega
```

If $2|S|>N$, then $N_0\ge 1$, and an eigenvector with eigenvalue zero is the required state.

```lean
/-- If more than half of all sites are uncoupled, some nonzero state is annihilated
by `H`. -/
theorem exists_zero_mode (hH : H.IsHermitian) {S : Finset n} (hS : IsUncoupled H S)
    (hhalf : Fintype.card n < 2 * S.card) : ∃ x : n → ℂ, x ≠ 0 ∧ H *ᵥ x = 0 := by
  have h := two_mul_card_le hH hS
  have hpos : 0 < (Finset.univ.filter fun k => hH.eigenvalues k = 0).card := by omega
  obtain ⟨k, hk⟩ := Finset.card_pos.1 hpos
  refine ⟨(hH.eigenvectorBasis k).ofLp, fun h0 => ?_, ?_⟩
  · refine hH.eigenvectorBasis.orthonormal.ne_zero k ?_
    ext i
    exact congrFun h0 i
  · rw [hH.mulVec_eigenvectorBasis k, (Finset.mem_filter.1 hk).2, zero_smul]
```

Q: Is that more than the usual sublattice imbalance argument?

A: Not for the zero modes. The usual argument looks for a state on $S$ with $(Hx)_i=0$ at the $N-|S|$ other sites, and this count also gives at least $2|S|-N$ independent zero modes. The inertia bound adds lower bounds on the number of levels $\ge 0$ and on the number of levels $\le 0$, which are informative even when $2|S|\le N$. Neither argument needs chiral symmetry, which on a bipartite lattice requires that both sublattices be uncoupled; here only $S$ has to be. In a finite, non-interacting Hückel model, an uncoupled majority of sites thus forces at least one nonbonding level even if the remaining atoms are heteroatoms or are bonded to each other.

Q: Give me numbers.

A: Take three sites $0,1,2$ with $S=\{0,1\}$, and let site $2$ have on-site energy $1$ and hopping $1$ to each of the others:
$$H=\begin{pmatrix}0&0&1\\0&0&1\\1&1&1\end{pmatrix}.$$
The normalised eigenvectors are $(1,1,2)/\sqrt6$ with energy $2$, $(1,-1,0)/\sqrt2$ with energy $0$, and $(1,1,-1)/\sqrt3$ with energy $-1$. Two levels are $\ge 0$ and two are $\le 0$, as the bound requires, and $2|S|=4=N+N_0$. A particle on site $0$ has populations $1/6$, $1/2$ and $1/3$ on these levels, so its mean energy is $2/6+0-1/3=0$.

Q: Why a predicate on a set of sites? I would have written a block matrix.

A: That is a sound alternative: split the sites into two types and take
$$H=\begin{pmatrix}0&B\\B^\dagger&C\end{pmatrix},\qquad C=C^\dagger .$$
The zero block would then be part of the construction, and `IsUncoupled` would disappear as a hypothesis. The price is that $S$ is fixed by the way the matrix is written, so testing another set of sites means reordering the basis. With the predicate, any subset can be tested on the same $H$.

Q: Last doubt: could the bound be improved?

A: Not in general, and two sites suffice to show it. Give site $0$ energy $0$, site $1$ any real energy $\varepsilon$, and join them by a complex hopping $t\neq 0$.

```lean
/-- Two sites with on-site energies `0` and `ε`, joined by the complex hopping `t`. -/
def dimer (t : ℂ) (ε : ℝ) : Matrix (Fin 2) (Fin 2) ℂ :=
  !![0, t; starRingEnd ℂ t, (ε : ℂ)]

/-- The dimer Hamiltonian is Hermitian. -/
theorem dimer_isHermitian (t : ℂ) (ε : ℝ) : (dimer t ε).IsHermitian := by
  refine Matrix.IsHermitian.ext fun i j => ?_
  fin_cases i <;> fin_cases j <;> simp [dimer]
```

Here $S=\{0\}$, so the bound promises at least one level $\ge 0$ and at least one level $\le 0$. The determinant is $-|t|^2<0$, and it equals the product $E_0E_1$. The two levels therefore have strictly opposite signs, and each count is exactly one, whatever the value of $\varepsilon$. The proof follows this line: `hd` computes the determinant, `hneg` gives the sign of the product, and the two possible sign assignments are checked in turn.

```lean
/-- Sharpness: in a dimer with nonzero hopping the first site alone is an uncoupled set,
and exactly one eigenvalue is `≥ 0` and exactly one is `≤ 0`. -/
theorem dimer_sharp {t : ℂ} (ht : t ≠ 0) (ε : ℝ) :
    IsUncoupled (dimer t ε) {0} ∧
    (Finset.univ.filter fun k => 0 ≤ (dimer_isHermitian t ε).eigenvalues k).card = 1 ∧
    (Finset.univ.filter fun k => (dimer_isHermitian t ε).eigenvalues k ≤ 0).card = 1 := by
  refine ⟨by simp [IsUncoupled, dimer], ?_⟩
  have hd : (dimer t ε).det = ((-Complex.normSq t : ℝ) : ℂ) := by
    simp [dimer, Matrix.det_fin_two, Complex.mul_conj]
  set e := (dimer_isHermitian t ε).eigenvalues with he
  have h : ((-Complex.normSq t : ℝ) : ℂ) = (e 0 : ℂ) * (e 1 : ℂ) :=
    hd.symm.trans ((dimer_isHermitian t ε).det_eq_prod_eigenvalues.trans
      (Fin.prod_univ_two _))
  have hr : -Complex.normSq t = e 0 * e 1 := by exact_mod_cast h
  -- the determinant is negative, so the two levels have opposite signs
  have hneg : e 0 * e 1 < 0 := by
    have := Complex.normSq_pos.2 ht
    linarith
  rw [Finset.card_filter, Finset.card_filter, Fin.sum_univ_two, Fin.sum_univ_two]
  rcases mul_neg_iff.1 hneg with ⟨a, b⟩ | ⟨a, b⟩
  · simp [a.le, b.le, not_le.2 a, not_le.2 b]
  · simp [a.le, b.le, not_le.2 a, not_le.2 b]

end

end InertiaBound
```

```lean
#print axioms InertiaBound.card_sites_le_card_levels
-- 'InertiaBound.card_sites_le_card_levels' depends on axioms: [propext, Classical.choice, Quot.sound]
#print axioms InertiaBound.exists_zero_mode
-- 'InertiaBound.exists_zero_mode' depends on axioms: [propext, Classical.choice, Quot.sound]
#print axioms InertiaBound.dimer_sharp
-- 'InertiaBound.dimer_sharp' depends on axioms: [propext, Classical.choice, Quot.sound]
```
